# In units of ħ, nonzero eigenvalues of Jx + Jy are irrational, while eigenvalues of Jx and Jy add up to integers

A preassigned outcome of an observable, such as $J_x$, $J_y$ or $J_x+J_y$, is one of its eigenvalues, fixed before any measurement. An assignment is additive if the value for $J_x+J_y$ is the sum of the values for $J_x$ and $J_y$. Can a spin carry preassigned outcomes that are additive? For half-integer spin it can't; for integer spin, $J_x+J_y$ could only receive the value 0. Throughout, $\hbar=1$ and the spin is $n/2$, with $n=0,1,2,\dots$

## The spin matrices

```lean
import Mathlib

open Matrix

noncomputable section

namespace SpinAdditivity

/-- The number `μ` is an eigenvalue of `A`: some nonzero vector is scaled by `μ`. -/
def IsEigenvalue {d : ℕ} (A : Matrix (Fin d) (Fin d) ℂ) (μ : ℂ) : Prop :=
  ∃ v : Fin d → ℂ, v ≠ 0 ∧ A *ᵥ v = μ • v
```

`IsEigenvalue A μ` says that $Av=\mu v$ for some $v\neq0$. The vector need not be normalised, and $\mu$ may be complex.

```lean
/-- The ladder amplitude `√((i+1)(n-i))` between levels `i+1` and `i`, for `i < n`; it is zero at
`i = n`. -/
def amp (n i : ℕ) : ℝ := √(((i : ℝ) + 1) * ((n : ℝ) - i))
```

This is the usual ladder amplitude $\sqrt{(i+1)(n-i)}$.

```lean
/-- The raising matrix `J₊` of spin `n/2`; level `i` has magnetic number `n/2 - i`. -/
def Jp (n : ℕ) : Matrix (Fin (n + 1)) (Fin (n + 1)) ℂ :=
  Matrix.of fun i j => if (i : ℕ) + 1 = (j : ℕ) then (amp n i : ℂ) else 0
```

`Fin (n + 1)` numbers the levels $i=0,\dots,n$ from the top, with magnetic number $n/2-i$. $J_+$ takes level $i+1$ to level $i$.

```lean
/-- The lowering matrix `J₋`, the transpose of the real matrix `J₊`. -/
def Jm (n : ℕ) : Matrix (Fin (n + 1)) (Fin (n + 1)) ℂ := (Jp n)ᵀ
```

The entries are real, so the transpose is the adjoint.

```lean
/-- Twice the matrix `Jz`, diagonal with entries `n - 2i`. -/
def twiceJz (n : ℕ) : Matrix (Fin (n + 1)) (Fin (n + 1)) ℂ :=
  Matrix.diagonal fun i => (n : ℂ) - 2 * ((i : ℕ) : ℂ)
```

Working with $D=2J_z$ avoids fractions.

```lean
/-- The spin component `Jx = (J₊ + J₋)/2`. -/
def Jx (n : ℕ) : Matrix (Fin (n + 1)) (Fin (n + 1)) ℂ := (1 / 2 : ℂ) • (Jp n + Jm n)
```

This is the textbook $J_x$.

```lean
/-- The spin component `Jy = (J₊ - J₋)/(2i)`. -/
def Jy (n : ℕ) : Matrix (Fin (n + 1)) (Fin (n + 1)) ℂ := (-Complex.I / 2) • (Jp n - Jm n)
```

The factor `-Complex.I / 2` equals $1/(2i)$, with $i$ here the imaginary unit.

## Ladder relations

```lean
private lemma amp_sq {n i : ℕ} (h : i ≤ n) :
    (amp n i : ℂ) * (amp n i : ℂ) = ((i : ℂ) + 1) * ((n : ℂ) - i) := by
  have hi : (i : ℝ) ≤ n := by exact_mod_cast h
  have h1 : amp n i * amp n i = ((i : ℝ) + 1) * ((n : ℝ) - i) :=
    Real.mul_self_sqrt (mul_nonneg (by positivity) (by linarith))
  exact_mod_cast congrArg (fun r : ℝ => (r : ℂ)) h1
```

The squared amplitude is $(i+1)(n-i)$, since the radicand is nonnegative for $i\le n$.

```lean
private lemma Jp_apply (n : ℕ) (i j : Fin (n + 1)) :
    Jp n i j = if (i : ℕ) + 1 = (j : ℕ) then (amp n i : ℂ) else 0 := rfl
```

$J_+$ has entries only just above the diagonal.

```lean
private lemma Jm_apply (n : ℕ) (i j : Fin (n + 1)) :
    Jm n i j = if (j : ℕ) + 1 = (i : ℕ) then (amp n j : ℂ) else 0 := rfl
```

$J_-$ has them just below.

```lean
private lemma raise_lower (n : ℕ) : Jp n * Jm n = Matrix.diagonal
    fun i : Fin (n + 1) => (((i : ℕ) : ℂ) + 1) * ((n : ℂ) - ((i : ℕ) : ℂ)) := by
  ext ⟨a, ha⟩ ⟨b, hb⟩
  rw [Matrix.mul_apply, Matrix.diagonal_apply]
  refine (Fin.sum_univ_eq_sum_range (fun k => (if a + 1 = k then (amp n a : ℂ) else 0) *
    (if b + 1 = k then (amp n b : ℂ) else 0)) (n + 1)).trans ?_
  simp only [ite_mul, zero_mul, Finset.sum_ite_eq, Finset.mem_range, Fin.mk.injEq]
  rcases eq_or_ne a b with rfl | h
  · simp only [if_true]
    split_ifs with h
    · exact amp_sq (by omega)
    · obtain rfl : a = n := by omega
      ring
  · simp [h, h.symm]
```

At most one term survives in each diagonal sum and none off the diagonal, so $J_+J_-$ is diagonal with entries $(i+1)(n-i)$. The last is zero.

```lean
private lemma lower_raise (n : ℕ) : Jm n * Jp n = Matrix.diagonal
    fun i : Fin (n + 1) => ((i : ℕ) : ℂ) * ((n : ℂ) - ((i : ℕ) : ℂ) + 1) := by
  ext ⟨a, ha⟩ ⟨b, hb⟩
  rw [Matrix.mul_apply, Matrix.diagonal_apply]
  refine (Fin.sum_univ_eq_sum_range (fun k => (if k + 1 = a then (amp n k : ℂ) else 0) *
    (if k + 1 = b then (amp n k : ℂ) else 0)) (n + 1)).trans ?_
  cases a with
  | zero => simp
  | succ l =>
    simp only [add_left_inj, ite_mul, zero_mul, Finset.sum_ite_eq', Finset.mem_range,
      Fin.mk.injEq]
    have hl : l < n + 1 := by omega
    rw [if_pos hl]
    split_ifs
    · rw [amp_sq (by omega)]
      push_cast
      ring
    · exact mul_zero _
```

Likewise $J_-J_+$ has diagonal entries $i(n-i+1)$.

```lean
/-- The standard spin `n/2` matrices obey the ladder relations, and their total squared
angular momentum, times four, is `n(n+2)`. -/
theorem ladder_witness (n : ℕ) :
    twiceJz n * Jp n - Jp n * twiceJz n = 2 * Jp n ∧
    twiceJz n * Jm n - Jm n * twiceJz n = -(2 * Jm n) ∧
    Jp n * Jm n - Jm n * Jp n = twiceJz n ∧
    twiceJz n * twiceJz n + 2 * (Jp n * Jm n + Jm n * Jp n) =
      ((n : ℂ) * (n + 2)) • (1 : Matrix (Fin (n + 1)) (Fin (n + 1)) ℂ) := by
  rw [raise_lower, lower_raise, two_mul, two_mul, two_mul, twiceJz,
    Matrix.diagonal_mul_diagonal]
  refine ⟨?_, ?_, ?_, ?_⟩ <;> ext i j
  · simp only [Matrix.sub_apply, Matrix.add_apply, Matrix.diagonal_mul,
      Matrix.mul_diagonal, Jp_apply]
    split_ifs with h
    · rw [← h]
      push_cast
      ring
    · ring
  · simp only [Matrix.sub_apply, Matrix.add_apply, Matrix.neg_apply, Matrix.diagonal_mul,
      Matrix.mul_diagonal, Jm_apply]
    split_ifs with h
    · rw [← h]
      push_cast
      ring
    · ring
  all_goals
    rcases eq_or_ne i j with rfl | h
    · simp only [Matrix.sub_apply, Matrix.add_apply, Matrix.diagonal_apply_eq,
        Matrix.smul_apply, Matrix.one_apply_eq, smul_eq_mul]
      ring
    · simp [h]
```

The difference of the two diagonals is $n-2i$, so $[J_+,J_-]=D$. Neighbouring entries of $D$ differ by 2, so $[D,J_\pm]=\pm2J_\pm$. Finally
$$(n-2i)^2+2\big[(i+1)(n-i)+i(n-i+1)\big]=n(n+2),$$
which is four times the Casimir value. Lean compares entries (`ext i j`) and finishes with `ring`, or with `simp` for the off-diagonal entries of the last two identities.

## Climbing to the top

```lean
/-- If `p`, `m`, `D` obey the ladder relations and `D² + 2(pm + mp) = c·1`, then from any eigenvalue
of `p + m` one climbs in steps of two to an eigenvalue `t` with `t(t+2) = c`. -/
theorem exists_top {d : ℕ} {p m D : Matrix (Fin d) (Fin d) ℂ} {c τ : ℂ}
    (h1 : D * p - p * D = 2 * p) (h2 : D * m - m * D = -(2 * m)) (h3 : p * m - m * p = D)
    (hc : D * D + 2 * (p * m + m * p) = c • (1 : Matrix (Fin d) (Fin d) ℂ))
    (hτ : IsEigenvalue (p + m) τ) :
    ∃ k : ℕ, IsEigenvalue (p + m) (τ + 2 * k) ∧ (τ + 2 * k) * (τ + 2 * k + 2) = c := by
  -- `D - p + m` raises the eigenvalues of `p + m` by two
  have hS : (p + m) * (D - p + m) =
      (D - p + m) * (p + m) + ((D - p + m) + (D - p + m)) := by
    linear_combination (norm := noncomm_ring) 2 * h3 - h1 - h2
  have hQ : (D + p - m) * (D - p + m) =
      (D * D + 2 * (p * m + m * p)) - (p + m) * (p + m) - ((p + m) + (p + m)) := by
    linear_combination (norm := noncomm_ring) h2 - h1
  rw [hc] at hQ
  by_contra hno
  -- without a top, the climb never ends
  have all : ∀ k : ℕ, ∃ v : Fin d → ℂ, v ≠ 0 ∧ (p + m) *ᵥ v = (τ + 2 * (k : ℂ)) • v := by
    intro k
    induction k with
    | zero => simpa [IsEigenvalue] using hτ
    | succ k ih =>
      obtain ⟨v, hv, hvE⟩ := ih
      refine ⟨(D - p + m) *ᵥ v, fun h0 => hno ⟨k, ⟨v, hv, hvE⟩, ?_⟩, ?_⟩
      · have e : ((D + p - m) * (D - p + m)) *ᵥ v = 0 := by
          rw [← Matrix.mulVec_mulVec, h0, Matrix.mulVec_zero]
        rw [hQ, Matrix.sub_mulVec, Matrix.sub_mulVec, Matrix.smul_mulVec, Matrix.one_mulVec,
          ← Matrix.mulVec_mulVec, Matrix.add_mulVec (p + m) (p + m), hvE,
          Matrix.mulVec_smul, hvE] at e
        have e' : (c - (τ + 2 * (k : ℂ)) * (τ + 2 * k + 2)) • v = 0 := by
          linear_combination (norm := module) e
        linear_combination -((smul_eq_zero.mp e').resolve_right hv)
      · rw [Matrix.mulVec_mulVec, hS, Matrix.add_mulVec ((D - p + m) * (p + m)),
          ← Matrix.mulVec_mulVec, hvE, Matrix.mulVec_smul,
          Matrix.add_mulVec (D - p + m) (D - p + m)]
        push_cast
        module
  -- but `d + 1` distinct eigenvalues do not fit into dimension `d`
  choose v hv hvE using all
  have inj : Function.Injective (fun i : Fin (d + 1) => τ + 2 * ((i : ℕ) : ℂ)) := by
    intro i j h
    have h' : τ + 2 * ((i : ℕ) : ℂ) = τ + 2 * ((j : ℕ) : ℂ) := h
    have h'' : ((i : ℕ) : ℂ) = ((j : ℕ) : ℂ) := by linear_combination h' / 2
    exact Fin.ext (by exact_mod_cast h'')
  have li := Module.End.eigenvectors_linearIndependent' (Matrix.toLin' (p + m)) _ inj
    (fun i => v i) (fun i => ⟨Module.End.mem_eigenspace_iff.2
      (by rw [Matrix.toLin'_apply]; exact hvE i), hv i⟩)
  have hcard := li.fintype_card_le_finrank
  simp at hcard
```

Here `p`, `m`, `D` are any matrices with these relations; `m` is not a magnetic number. Put $T=p+m$, $S=D-p+m$ and $S'=D+p-m$. The relations give
$$[T,S]=-2p+2m+2D=2S,$$
$$S'S=D^2-[D,p-m]-(p-m)^2=c-T^2-2T.$$
If $Tv=tv$, then $T(Sv)=(t+2)Sv$. Either $Sv\ne0$ and the climb continues, or $Sv=0$ and $t(t+2)=c$. An endless climb would give $d+1$ independent eigenvectors in dimension $d$.

In Lean, `hS` and `hQ` are the two identities, `induction k` is the climb, and `li` supplies the independence.

```lean
private lemma smul_iff {d : ℕ} {A : Matrix (Fin d) (Fin d) ℂ} {s μ : ℂ} (hs : s ≠ 0) :
    IsEigenvalue (s • A) (s * μ) ↔ IsEigenvalue A μ := by
  constructor <;> rintro ⟨v, hv, h⟩
  · rw [Matrix.smul_mulVec, mul_smul] at h
    exact ⟨v, hv, smul_right_injective _ hs h⟩
  · exact ⟨v, hv, by rw [Matrix.smul_mulVec, h, smul_smul]⟩
```

Scaling a matrix by $s\neq0$ scales its eigenvalues by $s$.

```lean
/-- For complex `a`, `b` with `a² + b² = 1`, from any eigenvalue of `a Jx + b Jy` one climbs in
unit steps to an eigenvalue `t` with `t(t+1) = (n/2)(n/2+1)`. -/
theorem planar_top (n : ℕ) {a b μ : ℂ} (hab : a ^ 2 + b ^ 2 = 1)
    (hμ : IsEigenvalue (a • Jx n + b • Jy n) μ) :
    ∃ k : ℕ, IsEigenvalue (a • Jx n + b • Jy n) (μ + k) ∧
      (μ + k) * (μ + k + 1) = (n / 2 : ℂ) * (n / 2 + 1) := by
  obtain ⟨h1, h2, h3, hc⟩ := ladder_witness n
  -- turning the axis only rescales the ladder matrices by `u` and `w = 1/u`
  obtain ⟨u, hu⟩ : ∃ u : ℂ, u = a - b * Complex.I := ⟨_, rfl⟩
  obtain ⟨w, hw⟩ : ∃ w : ℂ, w = a + b * Complex.I := ⟨_, rfl⟩
  have huw : u * w = 1 := by
    rw [hu, hw]
    linear_combination hab - b ^ 2 * Complex.I_sq
  have hT : u • Jp n + w • Jm n = (2 : ℂ) • (a • Jx n + b • Jy n) := by
    rw [hu, hw, Jx, Jy]
    module
  have hpm : (u • Jp n) * (w • Jm n) = Jp n * Jm n := by
    rw [smul_mul_smul_comm, huw, one_smul]
  have hmp : (w • Jm n) * (u • Jp n) = Jm n * Jp n := by
    rw [smul_mul_smul_comm, mul_comm w u, huw, one_smul]
  have hτ : IsEigenvalue (u • Jp n + w • Jm n) (2 * μ) := by
    rw [hT]
    exact (smul_iff two_ne_zero).2 hμ
  obtain ⟨k, hk, hk2⟩ := exists_top (D := twiceJz n)
    (by rw [mul_smul_comm, smul_mul_assoc, ← smul_sub, h1, mul_smul_comm])
    (by rw [mul_smul_comm, smul_mul_assoc, ← smul_sub, h2, smul_neg, mul_smul_comm])
    (by rw [hpm, hmp, h3]) (by rw [hpm, hmp, hc]) hτ
  rw [hT, ← mul_add] at hk
  exact ⟨k, (smul_iff two_ne_zero).1 hk, by linear_combination hk2 / 4⟩
```

For real $a,b$ this is the component along a unit vector in the $xy$ plane; complex values are also allowed. With $u=a-ib$ and $w=a+ib$,
$$uw=a^2+b^2=1,\qquad uJ_++wJ_-=2(aJ_x+bJ_y).$$
So $uJ_+$ and $wJ_-$ obey the same ladder relations. The previous theorem applies with $\tau=2\mu$ and $c=n(n+2)$; dividing by 4 gives the claim.

```lean
/-- For complex `a`, `b` with `a² + b² = 1`, every eigenvalue of `a Jx + b Jy` differs from
`n/2` by an integer. -/
theorem planar_eigenvalue (n : ℕ) {a b μ : ℂ} (hab : a ^ 2 + b ^ 2 = 1)
    (hμ : IsEigenvalue (a • Jx n + b • Jy n) μ) : ∃ N : ℤ, μ = n / 2 + N := by
  obtain ⟨k, -, hk⟩ := planar_top n hab hμ
  have h : (μ + k - n / 2) * (μ + k + n / 2 + 1) = 0 := by linear_combination hk
  rcases mul_eq_zero.mp h with h | h
  · exact ⟨-k, by push_cast; linear_combination h⟩
  · exact ⟨-k - n - 1, by push_cast; linear_combination h⟩
```

The top value $t=\mu+k$ satisfies $(t-n/2)(t+n/2+1)=0$. Hence $\mu=n/2-k$ or $\mu=n/2-(n+1+k)$, an integer shift either way.

## √2 against the integers

```lean
local notation "s₂" => ((√2 : ℝ) : ℂ)

private lemma s₂_ne : s₂ ≠ 0 := by
  have h : √2 ≠ (0 : ℝ) := by positivity
  exact_mod_cast h
```

`s₂` denotes the complex number $\sqrt2$, not a spin. It is nonzero.

```lean
private lemma unit_diag : (s₂⁻¹) ^ 2 + (s₂⁻¹) ^ 2 = 1 := by
  rw [inv_pow, ← Complex.ofReal_pow, Real.sq_sqrt (by norm_num)]
  norm_num
```

$(1/\sqrt2,1/\sqrt2)$ is a unit vector.

```lean
private lemma sum_eq (n : ℕ) : Jx n + Jy n = s₂ • (s₂⁻¹ • Jx n + s₂⁻¹ • Jy n) := by
  rw [smul_add, smul_inv_smul₀ s₂_ne, smul_inv_smul₀ s₂_ne]
```

So $J_x+J_y$ is $\sqrt2$ times a unit component.

```lean
private lemma sum_eigenvalue (n : ℕ) {z : ℂ} (hz : IsEigenvalue (Jx n + Jy n) z) :
    ∃ N : ℤ, z = s₂ * (n / 2 + N) := by
  have e : z = s₂ * (z / s₂) := (mul_div_cancel₀ z s₂_ne).symm
  rw [sum_eq, e] at hz
  obtain ⟨N, hN⟩ := planar_eigenvalue n unit_diag ((smul_iff s₂_ne).1 hz)
  exact ⟨N, by rw [← hN]; exact e⟩
```

Its eigenvalues therefore have the form $z=\sqrt2\,(n/2+N)$ with $N$ an integer.

```lean
/-- For spin `n/2`, every nonzero eigenvalue of `Jx + Jy` is an irrational real number, while
every eigenvalue of `Jx` plus any eigenvalue of `Jy` is an integer. -/
theorem irrational_versus_integer (n : ℕ) :
    (∀ z, IsEigenvalue (Jx n + Jy n) z → z ≠ 0 → ∃ r : ℝ, Irrational r ∧ z = r) ∧
    (∀ x y, IsEigenvalue (Jx n) x → IsEigenvalue (Jy n) y → ∃ N : ℤ, x + y = N) := by
  constructor
  · intro z hz hz0
    obtain ⟨N, hN⟩ := sum_eigenvalue n hz
    have hzr : z = ((√2 * ((n : ℝ) / 2 + N) : ℝ) : ℂ) := by rw [hN]; push_cast; ring
    refine ⟨_, ?_, hzr⟩
    have hne : (n : ℝ) / 2 + N ≠ 0 := fun h =>
      hz0 (by rw [hzr, h, mul_zero, Complex.ofReal_zero])
    -- a rational value would make `√2` rational
    rintro ⟨q, hq⟩
    refine irrational_sqrt_two ⟨q / ((n : ℚ) / 2 + N), ?_⟩
    push_cast
    rw [hq]
    exact mul_div_cancel_right₀ _ hne
  · intro x y hx hy
    obtain ⟨N, hN⟩ := planar_eigenvalue n (a := 1) (b := 0) (by norm_num) (by simpa using hx)
    obtain ⟨M, hM⟩ := planar_eigenvalue n (a := 0) (b := 1) (by norm_num) (by simpa using hy)
    exact ⟨n + N + M, by rw [hN, hM]; push_cast; ring⟩
```

If $z\ne0$, then $n/2+N$ is a nonzero rational, and a rational $z$ would make $\sqrt2$ rational. For the second part, the choices $(a,b)=(1,0)$ and $(0,1)$ give $x+y=n+N+M$, with $M$ the second integer shift.

In a Zeeman calculation for a single spin 1/2 with an isotropic $g$ factor, equal nonzero field components along $x$ and $y$ and none along $z$, the Hamiltonian is proportional to
$$J_x+J_y=\tfrac12\begin{pmatrix}0&1-i\\1+i&0\end{pmatrix}.$$
Its eigenvalues are $\pm1/\sqrt2$, whereas $\pm\tfrac12\pm\tfrac12$ gives only $-1,0,1$.

```lean
/-- If an eigenvalue of `Jx` and an eigenvalue of `Jy` add up to an eigenvalue of `Jx + Jy`,
then their sum is zero. -/
theorem additive_forces_zero {n : ℕ} {x y : ℂ} (hx : IsEigenvalue (Jx n) x)
    (hy : IsEigenvalue (Jy n) y) (hz : IsEigenvalue (Jx n + Jy n) (x + y)) : x + y = 0 := by
  by_contra h0
  obtain ⟨r, hr, hzr⟩ := (irrational_versus_integer n).1 _ hz h0
  obtain ⟨N, hN⟩ := (irrational_versus_integer n).2 x y hx hy
  have e : r = (N : ℝ) := by exact_mod_cast hzr.symm.trans hN
  exact hr ⟨(N : ℚ), by rw [e]; norm_cast⟩
```

A nonzero additive value would be both irrational and an integer.

```lean
/-- For every spin `n/2` with `n ≥ 1`, the matrix `Jx + Jy` has a nonzero eigenvalue. -/
theorem exists_nonzero_eigenvalue {n : ℕ} (hn : 1 ≤ n) :
    ∃ z, z ≠ 0 ∧ IsEigenvalue (Jx n + Jy n) z := by
  obtain ⟨μ, hμ⟩ := Module.End.exists_eigenvalue
    (Matrix.toLin' (s₂⁻¹ • Jx n + s₂⁻¹ • Jy n))
  obtain ⟨v, hv⟩ := hμ.exists_hasEigenvector
  have hE := Module.End.mem_eigenspace_iff.1 hv.1
  rw [Matrix.toLin'_apply] at hE
  -- the top eigenvalue cannot vanish, because the Casimir value does not
  obtain ⟨k, hk, hk2⟩ := planar_top n unit_diag ⟨v, hv.2, hE⟩
  have hn0 : (n : ℂ) ≠ 0 := by exact_mod_cast (by omega : n ≠ 0)
  have hn2 : (n : ℂ) + 2 ≠ 0 := by exact_mod_cast (by omega : n + 2 ≠ 0)
  refine ⟨s₂ * (μ + k), mul_ne_zero s₂_ne fun h => ?_, ?_⟩
  · rw [h, zero_mul] at hk2
    exact mul_ne_zero hn0 hn2 (by linear_combination -4 * hk2)
  · rw [sum_eq]
    exact (smul_iff s₂_ne).2 hk
```

A complex matrix of size $n+1$ has an eigenvalue. Climbing from it reaches $t$ with $t(t+1)=n(n+2)/4\neq0$, so $\sqrt2\,t$ is a nonzero eigenvalue of $J_x+J_y$.

```lean
/-- For half-integer spin (`n` odd), no eigenvalue of `Jx + Jy` is the sum of an eigenvalue of
`Jx` and an eigenvalue of `Jy`. -/
theorem no_additive_outcomes {n : ℕ} (hn : Odd n) {x y : ℂ} (hx : IsEigenvalue (Jx n) x)
    (hy : IsEigenvalue (Jy n) y) : ¬ IsEigenvalue (Jx n + Jy n) (x + y) := by
  intro hz
  obtain ⟨M, hM⟩ := sum_eigenvalue n hz
  rw [additive_forces_zero hx hy hz] at hM
  have h1 := (mul_eq_zero.mp hM.symm).resolve_left s₂_ne
  have h2 : (n : ℂ) + 2 * (M : ℂ) = 0 := by linear_combination 2 * h1
  have h3 : (n : ℤ) + 2 * M = 0 := by exact_mod_cast h2
  obtain ⟨l, hl⟩ := hn
  omega

end SpinAdditivity
```

The sum would have to be 0, so $n/2+M=0$ for an integer $M$, and $n$ would be even.

The conclusion does not hold for every $n$. At $n=2$ the vectors $(1,0,-1)$, $(1,0,1)$ and $(1,0,-i)$ are annihilated by $J_x$, $J_y$ and $J_x+J_y$ respectively, so $0=0+0$ is allowed.

Additivity of individual outcomes is a physical assumption about preassigned values. For observables that do not commute, such as $J_x$ and $J_y$ at nonzero spin, quantum mechanics itself requires it only of expectation values, so the argument here does not exclude hidden values that are not additive.

```lean
#print axioms SpinAdditivity.irrational_versus_integer
#print axioms SpinAdditivity.exists_nonzero_eigenvalue
#print axioms SpinAdditivity.no_additive_outcomes
```

```
'SpinAdditivity.irrational_versus_integer' depends on axioms: [propext, Classical.choice, Quot.sound]
'SpinAdditivity.exists_nonzero_eigenvalue' depends on axioms: [propext, Classical.choice, Quot.sound]
'SpinAdditivity.no_additive_outcomes' depends on axioms: [propext, Classical.choice, Quot.sound]
```
